# Momentum conservation for three massless particles makes one kind of spinor bracket vanish

The particles are numbered $0,1,2$, as in the code. Particle $i$ carries two spinors $a_i,b_i\in\mathbb C^2$, which are independent of each other, so momenta may be complex. Its momentum is the $2\times2$ matrix $P_i=a_ib_i^{T}$. The bracket of two spinors is the determinant of the matrix with those spinors as columns. It is written $\langle ij\rangle$ for $a_i,a_j$ and $[ij]$ for $b_i,b_j$.

## Spinors, brackets and momenta

```lean
import Mathlib

open Matrix ComplexConjugate

namespace MasslessThreeParticle

noncomputable section
```

The first line loads the mathematical library Mathlib. The second gives access to the notation for matrices and for complex conjugation.

```lean
/-- A two-component complex spinor. -/
abbrev Spinor := Fin 2 → ℂ
```

A spinor is a function from the two indices $0,1$ to the complex numbers, so `x 0` and `x 1` are its components.

```lean
/-- The spinor bracket: the determinant of the matrix whose columns are the two spinors. -/
def bracket (x y : Spinor) : ℂ := Matrix.det !![x 0, y 0; x 1, y 1]
```

The same function `bracket` serves for both kinds of spinor. Its sign is fixed by the order of the columns.

```lean
/-- The complex massless momentum, as a two-by-two matrix, built from two spinors. -/
def momentum (a b : Spinor) : Matrix (Fin 2) (Fin 2) ℂ := Matrix.vecMulVec a b
```

`vecMulVec a b` is the outer product, with entries $a_rb_s$. If a four-momentum is encoded as $P=p^0+\mathbf p\cdot\boldsymbol\sigma$, with $c=1$, then $\det P=(p^0)^2-\mathbf p\cdot\mathbf p$, without complex conjugation. An outer product has determinant zero, which is the massless condition.

```lean
/-- Momentum conservation for three massless particles, all counted as incoming. -/
def Conserved (a b : Fin 3 → Spinor) : Prop := ∑ i, momentum (a i) (b i) = 0
```

`Fin 3` is the set of labels $0,1,2$. `Conserved a b` is the proposition $\sum_i a_ib_i^{T}=0$, with all particles counted as incoming. Spinors are allowed to be zero.

## From conservation to relations between brackets

```lean
/-- The bracket written out in spinor components. -/
theorem bracket_eq (x y : Spinor) : bracket x y = x 0 * y 1 - y 0 * x 1 :=
  Matrix.det_fin_two_of _ _ _ _
```

In components, $\operatorname{bracket}(x,y)=x_0y_1-y_0x_1$. The bracket is therefore antisymmetric, and it vanishes exactly when the two spinors are linearly dependent.

```lean
/-- Momentum conservation written out in matrix entries. -/
theorem conserved_iff (a b : Fin 3 → Spinor) :
    Conserved a b ↔
      ∀ r s, a 0 r * b 0 s + a 1 r * b 1 s + a 2 r * b 2 s = 0 := by
  unfold Conserved
  constructor
  · intro h r s
    have h' := congrArg (fun M : Matrix (Fin 2) (Fin 2) ℂ => M r s) h
    simpa [momentum, Fin.sum_univ_three, Matrix.vecMulVec_apply] using h'
  · intro h
    ext r s
    simpa [momentum, Fin.sum_univ_three, Matrix.vecMulVec_apply] using h r s
```

The matrix equation is equivalent to four scalar equations, $\sum_i (a_i)_r(b_i)_s=0$ for $r,s\in\{0,1\}$. The proof reads off one entry in one direction and assembles the matrix from its entries in the other.

```lean
/-- The determinant of the sum of two massless momenta is the product of
their two spinor brackets. -/
theorem det_momentum_add (a b c d : Spinor) :
    (momentum a b + momentum c d).det = bracket a c * bracket b d := by
  simp only [momentum, Matrix.det_fin_two, Matrix.add_apply, Matrix.vecMulVec_apply,
    bracket_eq]
  ring
```

For two momenta, $ab^{T}+cd^{T}$ is the product of the matrix with columns $a,c$ and the transpose of the matrix with columns $b,d$. Determinants multiply, so
$$\det(ab^{T}+cd^{T})=\operatorname{bracket}(a,c)\,\operatorname{bracket}(b,d).$$
In four-vector language the left side is $(p+q)^2=2p\cdot q$. Lean expands both sides in components, and `ring` confirms that the polynomials agree.

Conservation gives $P_0+P_1=-P_2$, whose determinant is zero, so $\langle01\rangle[01]=0$, and likewise for the other pairs. For nonzero spinors this would suffice: two of the three brackets of one kind vanish, and then the third does too. A zero spinor leaves room for a mixture: if $a_1=0$, then $\langle01\rangle=\langle12\rangle=0$, and $[20]=0$ satisfies the remaining relation, so these three relations alone would allow $\langle20\rangle$ and $[01]$ both to be nonzero. The main proof uses a stronger relation, which covers this case as well.

```lean
/-- Conservation contracted with two arbitrary spinors gives a relation between brackets. -/
theorem bracket_contraction {a b : Fin 3 → Spinor} (h : Conserved a b) (x y : Spinor) :
    ∑ i, bracket x (a i) * bracket (b i) y = 0 := by
  have e := (conserved_iff a b).mp h
  simp only [Fin.sum_univ_three, bracket_eq]
  linear_combination x 0 * y 1 * e 1 0 - x 0 * y 0 * e 1 1
    - x 1 * y 1 * e 0 0 + x 1 * y 0 * e 0 1
```

Let $\varepsilon=\begin{pmatrix}0&1\\-1&0\end{pmatrix}$, so that $\operatorname{bracket}(x,y)=x^{T}\varepsilon y$. For any spinors $x,y$,
$$\sum_i \operatorname{bracket}(x,a_i)\operatorname{bracket}(b_i,y)=x^{T}\varepsilon\Big(\sum_i a_ib_i^{T}\Big)\varepsilon y=0.$$
The tactic `linear_combination` is given the coefficients with which the four entry equations add up to this one, and checks the algebra.

```lean
/-- If the three cyclic brackets of a triple of spinors vanish, all its brackets vanish. -/
theorem all_brackets_zero (a : Fin 3 → Spinor) (h01 : bracket (a 0) (a 1) = 0)
    (h12 : bracket (a 1) (a 2) = 0) (h20 : bracket (a 2) (a 0) = 0) :
    ∀ i j, bracket (a i) (a j) = 0 := by
  have self : ∀ x : Spinor, bracket x x = 0 := fun x => by
    rw [bracket_eq]; ring
  have swap : ∀ x y : Spinor, bracket x y = 0 → bracket y x = 0 := fun x y h => by
    rw [bracket_eq] at h ⊢
    linear_combination -h
  intro i j
  fin_cases i <;> fin_cases j
  exacts [self _, h01, swap _ _ h20, swap _ _ h01, self _, h12, h20, swap _ _ h12, self _]
```

Three spinors have nine ordered brackets. Those of a spinor with itself vanish, and the other six are the three cyclic ones up to sign. The lemma states this bookkeeping, and `fin_cases` runs through the nine index pairs.

## The two branches

```lean
/-- Massless three-particle kinematics has two branches: under momentum conservation,
all brackets of the first spinors vanish or all brackets of the second spinors vanish. -/
theorem three_particle_branches {a b : Fin 3 → Spinor} (h : Conserved a b) :
    (∀ i j, bracket (a i) (a j) = 0) ∨ (∀ i j, bracket (b i) (b j) = 0) := by
  -- contract conservation with the spinors of the particles themselves
  have c := fun k l => bracket_contraction h (a k) (b l)
  simp only [Fin.sum_univ_three, bracket_eq] at c
  -- every product of a bracket of the a's with a bracket of the b's vanishes
  have p1 : bracket (a 0) (a 1) * bracket (b 0) (b 1) = 0 := by
    simp only [bracket_eq]; linear_combination -(c 0 0 + c 1 1 - c 2 2) / 2
  have p2 : bracket (a 0) (a 1) * bracket (b 1) (b 2) = 0 := by
    simp only [bracket_eq]; linear_combination c 0 2
  have p3 : bracket (a 0) (a 1) * bracket (b 2) (b 0) = 0 := by
    simp only [bracket_eq]; linear_combination c 1 2
  have q1 : bracket (a 1) (a 2) * bracket (b 0) (b 1) = 0 := by
    simp only [bracket_eq]; linear_combination c 2 0
  have q2 : bracket (a 1) (a 2) * bracket (b 1) (b 2) = 0 := by
    simp only [bracket_eq]; linear_combination -(c 1 1 + c 2 2 - c 0 0) / 2
  have q3 : bracket (a 1) (a 2) * bracket (b 2) (b 0) = 0 := by
    simp only [bracket_eq]; linear_combination c 1 0
  have r1 : bracket (a 2) (a 0) * bracket (b 0) (b 1) = 0 := by
    simp only [bracket_eq]; linear_combination c 2 1
  have r2 : bracket (a 2) (a 0) * bracket (b 1) (b 2) = 0 := by
    simp only [bracket_eq]; linear_combination c 0 1
  have r3 : bracket (a 2) (a 0) * bracket (b 2) (b 0) = 0 := by
    simp only [bracket_eq]; linear_combination -(c 0 0 + c 2 2 - c 1 1) / 2
  -- one nonzero bracket of the a's therefore removes all brackets of the b's
  have kill : ∀ z : ℂ, z ≠ 0 → z * bracket (b 0) (b 1) = 0 → z * bracket (b 1) (b 2) = 0 →
      z * bracket (b 2) (b 0) = 0 → ∀ i j, bracket (b i) (b j) = 0 :=
    fun z hz u v w => all_brackets_zero b ((mul_eq_zero.mp u).resolve_left hz)
      ((mul_eq_zero.mp v).resolve_left hz) ((mul_eq_zero.mp w).resolve_left hz)
  by_cases h0 : bracket (a 0) (a 1) = 0
  · by_cases h1 : bracket (a 1) (a 2) = 0
    · by_cases h2 : bracket (a 2) (a 0) = 0
      · exact Or.inl (all_brackets_zero a h0 h1 h2)
      · exact Or.inr (kill _ h2 r1 r2 r3)
    · exact Or.inr (kill _ h1 q1 q2 q3)
  · exact Or.inr (kill _ h0 p1 p2 p3)
```

In words: if the three momenta sum to zero, then all $\langle ij\rangle$ vanish or all $[ij]$ vanish. The "or" is inclusive.

By hand, put $x=a_k$ and $y=b_l$ in the contraction:
$$\sum_i\langle ki\rangle[il]=0 .$$
These nine relations are `c k l` in the code. For $k\ne l$ only one term survives, the one whose $i$ differs from both. For example, $k=0$, $l=2$ gives $\langle01\rangle[12]=0$. The six such relations remove all products of brackets belonging to different pairs.

For $k=l$ two terms survive. With $X_{ij}=\langle ij\rangle[ij]$, the three relations read
$$X_{01}+X_{20}=0,\qquad X_{01}+X_{12}=0,\qquad X_{12}+X_{20}=0 .$$
Adding the first two and subtracting the third gives $2X_{01}=0$, and the others follow in the same way. This is the origin of the division by 2 in `p1`, `q2` and `r3`.

All nine products of a cyclic angle bracket with a cyclic square bracket are now zero. If some angle bracket is nonzero, dividing by it removes every square bracket; this is the step named `kill`. If none is nonzero, the first alternative holds. The `by_cases` lines make this distinction.

For scattering amplitudes of three massless particles in four dimensions, at most one kind of bracket is thus available as a nonzero variable; the theorem concerns the kinematics only, not the interaction.

A limiting case is a third particle with $a_2=0$, hence zero momentum. If the other two momenta are nonzero, $a_0b_0^{T}=-a_1b_1^{T}$ forces $a_0$ and $a_1$ to be proportional, and all angle brackets vanish. The spinor $b_2$ remains arbitrary, so $[12]$ may be nonzero although it carries no information about the momenta.

Momenta could also have been modelled directly as $2\times2$ matrices of determinant zero. The proof would then begin by factorising each matrix. For nonzero momenta the spinors are fixed only up to $a_i\to t_ia_i$, $b_i\to t_i^{-1}b_i$ with $t_i\neq0$, which rescales the brackets but does not affect whether they vanish. For three nonzero momenta, the conclusion would become that the matrices share a column space or share a row space.

## Solving conservation when $[01]\neq0$

```lean
/-- The Schouten identity: a cyclic linear relation among any three two-component spinors. -/
theorem schouten (x y z : Spinor) :
    bracket y z • x + bracket z x • y + bracket x y • z = 0 := by
  refine funext (Fin.forall_fin_two.mpr ⟨?_, ?_⟩) <;>
    simp only [Pi.add_apply, Pi.smul_apply, Pi.zero_apply, smul_eq_mul, bracket_eq] <;> ring
```

Any three vectors in a plane are linearly dependent. The Schouten identity gives coefficients for this, which are not all zero unless every two of the vectors are already linearly dependent:
$$\operatorname{bracket}(y,z)\,x+\operatorname{bracket}(z,x)\,y+\operatorname{bracket}(x,y)\,z=0 .$$
The symbol `•` is multiplication of a spinor by a number. The proof checks the two components separately.

```lean
/-- When the first two b-spinors have a nonzero bracket, momentum is conserved exactly when
the a-spinors are multiples of one spinor, weighted by the opposite brackets of the b's. -/
theorem conserved_iff_exists_common_spinor (a b : Fin 3 → Spinor)
    (hb : bracket (b 0) (b 1) ≠ 0) :
    Conserved a b ↔ ∃ ξ : Spinor, a 0 = bracket (b 1) (b 2) • ξ ∧
      a 1 = bracket (b 2) (b 0) • ξ ∧ a 2 = bracket (b 0) (b 1) • ξ := by
  rw [conserved_iff]
  constructor
  · intro e
    have hinv := mul_inv_cancel₀ hb
    -- contraction with b 1 and with b 0 expresses a 0 and a 1 through a 2
    have k0 : ∀ r, bracket (b 0) (b 1) * a 0 r = bracket (b 1) (b 2) * a 2 r := fun r => by
      simp only [bracket_eq]
      linear_combination b 1 1 * e r 0 - b 1 0 * e r 1
    have k1 : ∀ r, bracket (b 0) (b 1) * a 1 r = bracket (b 2) (b 0) * a 2 r := fun r => by
      simp only [bracket_eq]
      linear_combination b 0 0 * e r 1 - b 0 1 * e r 0
    refine ⟨(bracket (b 0) (b 1))⁻¹ • a 2, ?_, ?_, ?_⟩ <;> funext r <;>
      simp only [Pi.smul_apply, smul_eq_mul]
    · linear_combination (bracket (b 0) (b 1))⁻¹ * k0 r - a 0 r * hinv
    · linear_combination (bracket (b 0) (b 1))⁻¹ * k1 r - a 1 r * hinv
    · linear_combination -a 2 r * hinv
  · rintro ⟨ξ, h0, h1, h2⟩ r s
    have S := congrFun (schouten (b 0) (b 1) (b 2)) s
    simp only [Pi.add_apply, Pi.smul_apply, Pi.zero_apply, smul_eq_mul] at S
    rw [h0, h1, h2]
    simp only [Pi.smul_apply, smul_eq_mul]
    linear_combination ξ r * S
```

If $[01]\ne0$, conservation holds exactly when there is a spinor $\xi$ with
$$a_0=[12]\,\xi,\qquad a_1=[20]\,\xi,\qquad a_2=[01]\,\xi .$$

For the forward direction, multiply $\sum_i a_ib_i^{T}=0$ on the right by $\varepsilon b_1$. The $i=1$ term drops out, leaving $[01]\,a_0=[12]\,a_2$. Multiplying by $\varepsilon b_0$ gives $[01]\,a_1=[20]\,a_2$ in the same way. These are `k0` and `k1`. Now set $\xi=a_2/[01]$.

Conversely, inserting the three expressions gives
$$\sum_i a_ib_i^{T}=\xi\,\big([12]\,b_0+[20]\,b_1+[01]\,b_2\big)^{T}=0$$
by the Schouten identity, which enters the code as `S`.

## Real momenta

```lean
/-- If each second spinor is a nonzero real multiple of the conjugate of the first,
momentum conservation makes all brackets of the first spinors vanish. -/
theorem real_momenta_collinear (a : Fin 3 → Spinor) (s : Fin 3 → ℝ) (hs : ∀ i, s i ≠ 0)
    (h : Conserved a (fun i r => (s i : ℂ) * conj (a i r))) :
    ∀ i j, bracket (a i) (a j) = 0 := by
  rcases three_particle_branches h with h' | h'
  · exact h'
  · intro i j
    have e := h' i j
    have k : (s i : ℂ) * (s j : ℂ) * conj (bracket (a i) (a j)) = 0 := by
      simp only [bracket_eq, map_sub, map_mul] at e ⊢
      linear_combination e
    simpa [hs i, hs j] using k
```

Here $b_i=s_i\,\overline{a_i}$ with $s_i$ real and nonzero, so $P_i=s_i\,a_ia_i^{\dagger}$ is Hermitian and the four-momentum is real. The sign of $s_i$ is the sign of the energy, which separates incoming from outgoing particles. The condition $s_i\neq0$ excludes a vanishing momentum whose $a_i$ would be unconstrained.

The two kinds of bracket are now tied together:
$$[ij]=s_is_j\,\overline{\langle ij\rangle}.$$
Whichever branch holds, all $\langle ij\rangle$ vanish, and with them all $[ij]$. If the $a_i$ are nonzero, they are proportional to one another, and the three real momenta are collinear. In the code, `rcases` splits the two branches; the second uses the displayed relation and cancels the nonzero factors.

## A configuration on each branch

```lean
/-- Three equal spinors. -/
def equalTriple : Fin 3 → Spinor := fun _ => ![1, 0]
```

All three spinors are $(1,0)$.

```lean
/-- Three pairwise independent spinors with vanishing sum. -/
def closedTriple : Fin 3 → Spinor := ![![1, 0], ![0, 1], ![-1, -1]]
```

These spinors are $(1,0)$, $(0,1)$ and $(-1,-1)$, whose sum is zero.

```lean
/-- The equal and the closed triple conserve momentum in either order; all brackets of the
former are zero and the cyclic brackets of the latter are one. -/
theorem three_particle_branches_witness :
    Conserved equalTriple closedTriple ∧ Conserved closedTriple equalTriple ∧
    (∀ i j, bracket (equalTriple i) (equalTriple j) = 0) ∧
    bracket (closedTriple 0) (closedTriple 1) = 1 ∧
    bracket (closedTriple 1) (closedTriple 2) = 1 ∧
    bracket (closedTriple 2) (closedTriple 0) = 1 := by
  refine ⟨?_, ?_, ?_, ?_, ?_, ?_⟩
  · rw [conserved_iff]
    simp [Fin.forall_fin_two, equalTriple, closedTriple]
  · rw [conserved_iff]
    simp [Fin.forall_fin_two, equalTriple, closedTriple]
  · intro i j
    simp [equalTriple, bracket_eq]
  all_goals simp [closedTriple, bracket_eq]

end

end MasslessThreeParticle
```

If all $a_i$ equal one spinor $a$ and the $b_i$ sum to zero, then $\sum_i a_ib_i^{T}=a\big(\sum_i b_i\big)^{T}=0$. Exchanging the triples transposes this equation, so momentum is conserved in both orders. In the first order all $\langle ij\rangle$ vanish while $[01]=[12]=[20]=1$; in the second the roles are reversed. Each branch therefore occurs with the other kind of bracket nonzero. The momenta are not all real here: $P_1$ is not Hermitian in either order. The proof evaluates the entries and brackets with `simp`.

```lean
#print axioms MasslessThreeParticle.det_momentum_add
#print axioms MasslessThreeParticle.three_particle_branches
#print axioms MasslessThreeParticle.conserved_iff_exists_common_spinor
#print axioms MasslessThreeParticle.real_momenta_collinear
```

```
'MasslessThreeParticle.det_momentum_add' depends on axioms: [propext, Classical.choice, Quot.sound]
'MasslessThreeParticle.three_particle_branches' depends on axioms: [propext, Classical.choice, Quot.sound]
'MasslessThreeParticle.conserved_iff_exists_common_spinor' depends on axioms: [propext, Classical.choice, Quot.sound]
'MasslessThreeParticle.real_momenta_collinear' depends on axioms: [propext, Classical.choice, Quot.sound]
```
